# 2p² ³P cannot autoionize to a spherical ion if its amplitude is invariant under rotations and reflections

## Why is u × v not an acceptable p wave?

When I compute the doubly excited levels of helium, I treat 2p² ³P as a bound state: I leave the 1s εl continua out of its symmetry block and set its autoionization width to zero, although the level lies above the 1s threshold of the ion. The usual reason is that no 1s εl channel has the right L and parity. But if I describe the two p orbitals by vectors u and v, their antisymmetric combination is u × v, which is a vector, and a p wave is described by a vector too. Why is (u × v)·k not an allowed amplitude for an electron leaving along k? And is there an argument that disposes of all l at once?

## A mirror containing k reverses the orbital pair

The amplitude (u × v)·k respects rotations but changes sign under reflections. Once reflections are imposed, there is for each direction k a mirror that makes the amplitude vanish, whatever partial waves it contains.

Write a p orbital as (u·r) f(r), with the same radial function f for both electrons. Let B(u,v)(k) be the amplitude for the pair u, v to leave a spherical ion and an electron ejected along k. It is linear in u and in v. The triplet spin function is symmetric, so the spatial state is antisymmetric; for orthonormal u and v it is [u(1)v(2) − v(1)u(2)]/√2. Hence

B(v,u) = −B(u,v), and in particular B(w,w) = 0.

If the interaction conserves total orbital angular momentum and parity, and the ion is left in an s state, then for every orthogonal R

B(Ru,Rv)(Rk) = B(u,v)(k).

Suppose first that some nonzero n = a u + b v satisfies n·k = 0. Put c = 2/(n·n) and reflect in the plane normal to n:

M x = x − c (n·x) n.

This matrix is orthogonal, because

MᵀM = 1 − 2c nnᵀ + c² (n·n) nnᵀ = 1.

It leaves k alone. With s = c (n·u) and t = c (n·v), the orbitals become u − s n and v − t n. Since B(u,n) = b B(u,v), B(n,v) = a B(u,v) and B(n,n) = 0,

B(Mu,Mv) = (1 − sa − tb) B(u,v).

Moreover

sa + tb = c n·(a u + b v) = c (n·n) = 2,

so B(Mu,Mv) = −B(u,v). Invariance then gives B(u,v)(k) = −B(u,v)(k), which is zero.

It remains to find n.

- If u·k = 0, take n = u; if u = 0, the amplitude vanishes by linearity.
- If u·k ≠ 0, take n = (v·k) u − (u·k) v, which is perpendicular to k.
- If this last n is zero, v is a multiple of u, and B(u,v) is a multiple of B(u,u) = 0.

Nothing was assumed about how the amplitude depends on k, so all l are included.

Two special cases can be stated without k. For a p continuum, let B(u,v) be a vector with B(Ru,Rv) = R B(u,v) for all orthogonal R. The amplitude B(u,v)·k vanishes for every k, and choosing k = B(u,v) gives B(u,v) = 0. For s and d continua, let B(u,v) be a symmetric matrix, whose trace is the s part and whose traceless part is the d part, with B(Ru,Rv) = R B(u,v) Rᵀ. Here proper rotations suffice, since replacing R by −R changes neither side. The amplitude k·B(u,v)k vanishes for all k. Taking k = eᵢ, eⱼ and eᵢ + eⱼ gives Bᵢⱼ + Bⱼᵢ = 0, and symmetry gives Bᵢⱼ = 0.

In the Lean file, `Vec` is the space of real 3-vectors, used for orbitals and for k. The type `Vec →ₗ[ℝ] Vec →ₗ[ℝ] (Vec → E)` says that B is linear in each orbital and an arbitrary function of k, with values in a real vector space `E`; for quantum amplitudes take `E` to be ℂ. `Antisymmetric` is the exchange condition. `O3Invariant` requires invariance for every `R` with `Rᵀ * R = 1`, reflections included.

The main theorem, `triplet_P_amplitude_eq_zero`, concludes `B = 0` from these two conditions. `p_continuum_closed` and `s_d_continua_closed` are the two special cases, the second with the extra condition `R.det = 1` on the rotations. `cross_product_allowed_without_parity` states that the cross product is antisymmetric, equivariant under proper rotations and nonzero.

The invariance is a hypothesis and is not derived from a Hamiltonian. It stands for an interaction without spin–orbit coupling and an ion with no preferred direction. Spin and radial functions enter only through the form of B.

```lean
import Mathlib

open Matrix

namespace TripletPAutoionization

noncomputable section

/-- Real vectors in space: p orbitals and directions of ejection. -/
abbrev Vec := Fin 3 → ℝ

variable {E W : Type*} [AddCommGroup E] [Module ℝ E] [AddCommGroup W] [Module ℝ W]

/-- The map changes sign when the two p orbitals are exchanged, as for the spatial part
of a spin triplet. -/
def Antisymmetric (B : Vec →ₗ[ℝ] Vec →ₗ[ℝ] W) : Prop :=
  ∀ u v, B v u = -B u v

/-- The amplitude `B u v k`, for orbitals `u`, `v` and an electron ejected along `k`, is unchanged
when all three vectors undergo the same rotation or reflection. -/
def O3Invariant (B : Vec →ₗ[ℝ] Vec →ₗ[ℝ] (Vec → E)) : Prop :=
  ∀ R : Matrix (Fin 3) (Fin 3) ℝ, Rᵀ * R = 1 →
    ∀ u v k, B (R *ᵥ u) (R *ᵥ v) (R *ᵥ k) = B u v k

/-- The matrix `1 - c n nᵀ`; it is the reflection in the plane normal to `n` when
`c (n · n) = 2`. -/
def mirror (c : ℝ) (n : Vec) : Matrix (Fin 3) (Fin 3) ℝ :=
  1 - c • vecMulVec n n

/-- The matrix `1 - c n nᵀ` subtracts from `x` the vector `c (n · x) n`. -/
theorem mirror_mulVec (c : ℝ) (n x : Vec) :
    mirror c n *ᵥ x = x - (c * (n ⬝ᵥ x)) • n := by
  have hP : vecMulVec n n *ᵥ x = (n ⬝ᵥ x) • n := by
    funext i
    simp only [Matrix.mulVec, dotProduct, Matrix.vecMulVec_apply, Fin.sum_univ_three,
      Pi.smul_apply, smul_eq_mul]
    ring
  rw [mirror, Matrix.sub_mulVec, Matrix.one_mulVec, Matrix.smul_mulVec, hP, smul_smul]

/-- If `c (n · n) = 2`, the matrix `1 - c n nᵀ` is orthogonal. -/
theorem mirror_orthogonal (c : ℝ) (n : Vec) (hc : c * (n ⬝ᵥ n) = 2) :
    (mirror c n)ᵀ * mirror c n = 1 := by
  have hT : (vecMulVec n n)ᵀ = vecMulVec n n := by
    ext i j
    simp only [Matrix.transpose_apply, Matrix.vecMulVec_apply]
    ring
  have hPP : vecMulVec n n * vecMulVec n n = (n ⬝ᵥ n) • vecMulVec n n := by
    ext i j
    simp only [Matrix.mul_apply, Matrix.smul_apply, Matrix.vecMulVec_apply, dotProduct,
      Fin.sum_univ_three, smul_eq_mul]
    ring

  rw [mirror, Matrix.transpose_sub, Matrix.transpose_one, Matrix.transpose_smul, hT]
  simp only [Matrix.sub_mul, Matrix.mul_sub, Matrix.one_mul, Matrix.mul_one, Matrix.smul_mul,
    Matrix.mul_smul, hPP, smul_smul]
  rw [hc]
  module

/-- An antisymmetric bilinear map vanishes when both electrons occupy the same orbital. -/
theorem same_orbital_eq_zero (B : Vec →ₗ[ℝ] Vec →ₗ[ℝ] W) (hA : Antisymmetric B) (w : Vec) :
    B w w = 0 := by
  have h := hA w w
  calc B w w = (1 / 2 : ℝ) • (B w w + B w w) := by module
    _ = (1 / 2 : ℝ) • (B w w + -B w w) := by rw [← h]
    _ = 0 := by module

/-- An antisymmetric, O(3)-invariant amplitude that is bilinear in the orbitals vanishes at `k` if
some nonzero linear combination `n` of the two orbital vectors is perpendicular to `k`. -/
theorem mirror_forbids (B : Vec →ₗ[ℝ] Vec →ₗ[ℝ] (Vec → E)) (hA : Antisymmetric B)
    (hB : O3Invariant B) (u v k n : Vec) (a b : ℝ) (hn : n = a • u + b • v)
    (h0 : n ≠ 0) (hk : n ⬝ᵥ k = 0) : B u v k = 0 := by
  have hself : ∀ w, B w w = 0 := same_orbital_eq_zero B hA
  obtain ⟨c, hc⟩ : ∃ c : ℝ, c * (n ⬝ᵥ n) = 2 :=
    ⟨2 / (n ⬝ᵥ n), div_mul_cancel₀ 2 (fun h => h0 (dotProduct_self_eq_zero.mp h))⟩
  -- Subtracting multiples of n from u and v multiplies B u v by a number.
  have key : ∀ s t : ℝ, B (u - s • n) (v - t • n) = (1 - (s * a + t * b)) • B u v := by
    intro s t
    rw [hn]
    simp only [map_sub, map_add, map_smul, LinearMap.sub_apply, LinearMap.add_apply,
      LinearMap.smul_apply, hself, hA u v]
    module
  have hnn : n ⬝ᵥ (a • u + b • v) = a * (n ⬝ᵥ u) + b * (n ⬝ᵥ v) := by
    simp only [dotProduct_add, dotProduct_smul, smul_eq_mul]
  rw [← hn] at hnn
  have hst : c * (n ⬝ᵥ u) * a + c * (n ⬝ᵥ v) * b = 2 := by
    rw [hnn] at hc
    linear_combination hc
  have h := hB _ (mirror_orthogonal c n hc) u v k
  rw [mirror_mulVec, mirror_mulVec, mirror_mulVec, hk, mul_zero, zero_smul, sub_zero,
    key, hst, Pi.smul_apply] at h
  -- The amplitude equals its own negative.
  calc B u v k = (1 / 2 : ℝ) • (B u v k + B u v k) := by module
    _ = (1 / 2 : ℝ) • ((1 - 2 : ℝ) • B u v k + B u v k) := by rw [h]
    _ = 0 := by module

/-- Two p electrons in an antisymmetric spatial state have zero amplitude for ejecting one electron
in any direction and any partial wave, if the amplitude is bilinear in the orbitals and
O(3)-invariant, the ion left behind being spherical. -/
theorem triplet_P_amplitude_eq_zero (B : Vec →ₗ[ℝ] Vec →ₗ[ℝ] (Vec → E))
    (hA : Antisymmetric B) (hB : O3Invariant B) : B = 0 := by
  refine LinearMap.ext fun u => LinearMap.ext fun v => funext fun k => ?_
  change B u v k = 0
  by_cases hu : u ⬝ᵥ k = 0
  · -- If u is nonzero, it is normal to a mirror plane through k.
    by_cases h0 : u = 0
    · simp [h0]
    · exact mirror_forbids B hA hB u v k u 1 0 (by module) h0 hu
  · by_cases hn : (v ⬝ᵥ k) • u + (-(u ⬝ᵥ k)) • v = 0
    · -- v is a multiple of u, and the antisymmetric pair vanishes.
      have hv : v = ((u ⬝ᵥ k)⁻¹ * (v ⬝ᵥ k)) • u := by
        have h1 : (u ⬝ᵥ k) • v = (v ⬝ᵥ k) • u := by
          rw [neg_smul] at hn
          exact (add_neg_eq_zero.mp hn).symm
        rw [mul_smul, ← h1, inv_smul_smul₀ hu]
      have hz : B u u k = 0 := congrFun (same_orbital_eq_zero B hA u) k
      rw [hv, map_smul, Pi.smul_apply, hz, smul_zero]
    · refine mirror_forbids B hA hB u v k _ _ _ rfl hn ?_
      simp only [add_dotProduct, smul_dotProduct, smul_eq_mul]
      ring


/-- Orthogonal matrices preserve the scalar product. -/
theorem dot_invariant (R : Matrix (Fin 3) (Fin 3) ℝ) (hR : Rᵀ * R = 1) (x y : Vec) :
    (R *ᵥ x) ⬝ᵥ (R *ᵥ y) = x ⬝ᵥ y := by
  rw [Matrix.dotProduct_mulVec, ← Matrix.mulVec_transpose, Matrix.mulVec_mulVec, hR,
    Matrix.one_mulVec]

/-- The p continuum: an antisymmetric bilinear map to vectors that is equivariant under rotations
and reflections is zero. -/
theorem p_continuum_closed (B : Vec →ₗ[ℝ] Vec →ₗ[ℝ] Vec) (hA : Antisymmetric B)
    (hB : ∀ R : Matrix (Fin 3) (Fin 3) ℝ, Rᵀ * R = 1 →
      ∀ u v, B (R *ᵥ u) (R *ᵥ v) = R *ᵥ B u v) : B = 0 := by
  -- The angular amplitude of a p wave is the component of B u v along k.
  let C : Vec →ₗ[ℝ] Vec →ₗ[ℝ] (Vec → ℝ) := LinearMap.mk₂ ℝ (fun u v k => B u v ⬝ᵥ k)
    (by intros; funext k; simp [add_dotProduct])
    (by intros; funext k; simp [smul_dotProduct])
    (by intros; funext k; simp [add_dotProduct])
    (by intros; funext k; simp [smul_dotProduct])
  have hC : C = 0 := by
    refine triplet_P_amplitude_eq_zero C (fun u v => funext fun k => ?_) fun R hR u v k => ?_
    · change B v u ⬝ᵥ k = -(B u v ⬝ᵥ k)
      rw [hA u v, neg_dotProduct]
    · change B (R *ᵥ u) (R *ᵥ v) ⬝ᵥ (R *ᵥ k) = B u v ⬝ᵥ k
      rw [hB R hR, dot_invariant R hR]
  refine LinearMap.ext fun u => LinearMap.ext fun v => ?_
  have h : B u v ⬝ᵥ B u v = 0 := congrFun (LinearMap.congr_fun₂ hC u v) (B u v)
  exact dotProduct_self_eq_zero.mp h

/-- The s and d continua: an antisymmetric bilinear map to symmetric matrices that is equivariant
under proper rotations is zero. -/
theorem s_d_continua_closed (B : Vec →ₗ[ℝ] Vec →ₗ[ℝ] Matrix (Fin 3) (Fin 3) ℝ)
    (hA : Antisymmetric B) (hS : ∀ u v, (B u v).IsSymm)
    (hB : ∀ R : Matrix (Fin 3) (Fin 3) ℝ, Rᵀ * R = 1 → R.det = 1 →
      ∀ u v, B (R *ᵥ u) (R *ᵥ v) = R * B u v * Rᵀ) : B = 0 := by
  -- Inversion acts trivially on both sides, so equivariance extends to reflections.
  have hO : ∀ R : Matrix (Fin 3) (Fin 3) ℝ, Rᵀ * R = 1 →
      ∀ u v, B (R *ᵥ u) (R *ᵥ v) = R * B u v * Rᵀ := by
    intro R hR u v
    have hd := congrArg Matrix.det hR
    rw [Matrix.det_mul, Matrix.det_transpose, Matrix.det_one] at hd
    rcases mul_self_eq_one_iff.mp hd with h | h
    · exact hB R hR h u v
    · have h' := hB (-R) (by simpa using hR) (by rw [Matrix.det_neg, h]; norm_num) u v
      simpa [Matrix.neg_mulVec] using h'
  let C : Vec →ₗ[ℝ] Vec →ₗ[ℝ] (Vec → ℝ) := LinearMap.mk₂ ℝ (fun u v k => k ⬝ᵥ (B u v *ᵥ k))
    (by intros; funext k; simp [Matrix.add_mulVec, dotProduct_add])
    (by intros; funext k; simp [Matrix.smul_mulVec, dotProduct_smul])
    (by intros; funext k; simp [Matrix.add_mulVec, dotProduct_add])
    (by intros; funext k; simp [Matrix.smul_mulVec, dotProduct_smul])
  have hC : C = 0 := by
    refine triplet_P_amplitude_eq_zero C (fun u v => funext fun k => ?_) fun R hR u v k => ?_
    · change k ⬝ᵥ (B v u *ᵥ k) = -(k ⬝ᵥ (B u v *ᵥ k))
      rw [hA u v, Matrix.neg_mulVec, dotProduct_neg]
    · change (R *ᵥ k) ⬝ᵥ (B (R *ᵥ u) (R *ᵥ v) *ᵥ (R *ᵥ k)) = k ⬝ᵥ (B u v *ᵥ k)
      rw [hO R hR, Matrix.mulVec_mulVec, Matrix.mul_assoc, hR, Matrix.mul_one,
        ← Matrix.mulVec_mulVec, dot_invariant R hR]
  refine LinearMap.ext fun u => LinearMap.ext fun v => ?_
  have hq : ∀ k : Vec, k ⬝ᵥ (B u v *ᵥ k) = 0 := fun k =>
    congrFun (LinearMap.congr_fun₂ hC u v) k
  have e : ∀ i j, (Pi.single i 1 : Vec) ⬝ᵥ (B u v *ᵥ (Pi.single j 1 : Vec)) = B u v i j := by
    intro i j
    simp
  -- Polarisation recovers the matrix from its quadratic form.
  ext i j
  change B u v i j = 0
  have hi := hq (Pi.single i 1)
  have hj := hq (Pi.single j 1)
  have hij := hq (Pi.single i 1 + Pi.single j 1)
  simp only [Matrix.mulVec_add, add_dotProduct, dotProduct_add, e] at hi hj hij
  have hs := (hS u v).apply i j
  linarith

/-- The cross product is antisymmetric, equivariant under proper rotations, and nonzero. -/
theorem cross_product_allowed_without_parity :
    Antisymmetric (crossProduct : Vec →ₗ[ℝ] Vec →ₗ[ℝ] Vec) ∧
    (∀ R : Matrix (Fin 3) (Fin 3) ℝ, Rᵀ * R = 1 → R.det = 1 →
      ∀ u v : Vec, crossProduct (R *ᵥ u) (R *ᵥ v) = R *ᵥ crossProduct u v) ∧
    (crossProduct : Vec →ₗ[ℝ] Vec →ₗ[ℝ] Vec) ≠ 0 := by
  refine ⟨fun u v => (cross_anticomm u v).symm, fun R hR hd u v => ?_, fun h => ?_⟩
  · -- For every matrix, Rᵀ (R u × R v) = det R (u × v).
    have h : Rᵀ *ᵥ crossProduct (R *ᵥ u) (R *ᵥ v) = R.det • crossProduct u v := by
      ext i
      fin_cases i <;>
        simp [cross_apply, Matrix.mulVec, dotProduct, Fin.sum_univ_three,
          Matrix.det_fin_three] <;> ring
    rw [hd, one_smul] at h
    rw [← h, Matrix.mulVec_mulVec, mul_eq_one_comm.mp hR, Matrix.one_mulVec]
  · have h1 := congrFun (LinearMap.congr_fun₂ h ![1, 0, 0] ![0, 1, 0]) 2
    simp [cross_apply] at h1


end

end TripletPAutoionization
```

```lean
#print axioms TripletPAutoionization.triplet_P_amplitude_eq_zero
-- 'TripletPAutoionization.triplet_P_amplitude_eq_zero' depends on axioms: [propext, Classical.choice, Quot.sound]
#print axioms TripletPAutoionization.p_continuum_closed
-- 'TripletPAutoionization.p_continuum_closed' depends on axioms: [propext, Classical.choice, Quot.sound]
#print axioms TripletPAutoionization.s_d_continua_closed
-- 'TripletPAutoionization.s_d_continua_closed' depends on axioms: [propext, Classical.choice, Quot.sound]
#print axioms TripletPAutoionization.cross_product_allowed_without_parity
-- 'TripletPAutoionization.cross_product_allowed_without_parity' depends on axioms: [propext, Classical.choice, Quot.sound]
```

`mirror_mulVec` and `mirror_orthogonal` supply the formula for M x and the identity MᵀM = 1. `same_orbital_eq_zero` gives B(w,w) = 0.

The reflection argument is `mirror_forbids`. Its step `key` expands B(u − s n, v − t n) by bilinearity, and `hst` is the identity sa + tb = 2. Rewriting the invariance hypothesis with these turns it into the statement that the amplitude equals its own negative, and the final `calc` concludes that it is zero.

`triplet_P_amplitude_eq_zero` makes the choice of n by `by_cases`, first on u·k = 0 and then on whether the combination of u and v vanishes. In the degenerate branch, `hv` writes v as a multiple of u.

Both special cases build an amplitude `C` with `LinearMap.mk₂`, namely B(u,v)·k or k·B(u,v)k, and apply the main theorem to it. Its invariance uses `dot_invariant`, the preservation of scalar products. In the matrix case, `hO` first extends the equivariance to reflections: the determinant of R is 1 or −1, and in the second case −R is a proper rotation. At the end `linarith` combines the three values of the quadratic form with the symmetry of the matrix.

For the cross product, a component calculation gives Rᵀ(Ru × Rv) = det(R) (u × v). With det R = 1, multiplication by R yields equivariance. The first two unit vectors show that the map is nonzero.

This answers the first question: invariance under proper rotations alone does not force the amplitude to vanish, and (u × v)·k is the example. Inversion leaves u × v unchanged and reverses k. For a vector-valued B, inversion even suffices by itself, since R = −1 gives B(u,v) = −B(u,v).

Exchange antisymmetry matters in the general theorem. The amplitude B(u,v)(k) = u·v is bilinear, invariant under all orthogonal R and nonzero; it describes 2p² ¹S decaying to 1s εs. The spherical ion matters as well: if the ion is left in a p orbital w, the expression (u × v)·(k × w) is unchanged when all four vectors are rotated or reflected together, which corresponds to a 2p εp channel. Symmetry allows that channel, but helium 2p² ³P lies too low in energy to decay into it. These two examples are elementary and do not appear in the file.

In a width calculation with energy-normalised continuum states and atomic units, where V is the repulsion between the electrons, the golden-rule width is

Γ = 2π Σₗ |⟨1s εl|V|2p² ³P⟩|².

In this non-relativistic model with a spherical ion, every term is zero, so no continuum functions have to be generated for it. In a configuration-interaction calculation, the even-parity ³P block contains configurations such as 2p np but no 1s εl. Its continuum therefore starts at the n = 2 threshold of the ion, and 2p² ³P, which lies below that threshold, is found as an ordinary bound eigenvalue of the block. Spin–orbit coupling changes this: it mixes the J = 0 and J = 2 levels with ¹S and ¹D, which do autoionize. For J = 1, total J and parity alone do not forbid decay either, since the even channels 1s εs ³S and 1s εd ³D contain J = 1.
